# Second-order refill by a small-angle Jacobi rotation across a diagonal gap, and a quadratic bound for one 3×3 sweep

## Three coupled orbitals

Take a real symmetric one-electron Hamiltonian, or a Fock matrix held fixed, in a basis of three orthonormal real orbitals labelled 0, 1, 2. The diagonal entries $A_{00}, A_{11}, A_{22}$ are the energy expectation values of these orbitals, and the off-diagonal entries are the couplings. The Jacobi method removes the couplings one pair at a time: it mixes two orbitals by a plane rotation whose angle makes their coupling vanish. A zero made in this way need not last. If orbitals 0 and 1 are already decoupled and orbital 0 is then mixed with orbital 2, the new orbital 0 contains some of the old orbital 2 and inherits its coupling to orbital 1. The question is how large this refilled entry can be.

Perturbation theory suggests the answer. The mixing angle is about $A_{02}$ divided by the energy difference, so the refill is about $A_{02}A_{12}/(A_{00}-A_{22})$ in magnitude, which is of second order in the couplings. Under a gap condition and a restriction on the angle, the magnitude of this estimate is a rigorous upper bound on the refill, with no higher-order corrections, though in general not attained.

## The plane rotation and its action on a symmetric matrix

Let $A$ be a real symmetric matrix of any finite size, $p \ne q$ two indices, $\theta$ an angle, $c = \cos\theta$ and $s = \sin\theta$. With $E_{ij}$ the matrix that has a single 1 at position $(i,j)$, the Givens rotation is

$$G = 1 + (c-1)(E_{pp}+E_{qq}) + s\,(E_{pq}-E_{qp}),$$

and one Jacobi step is $A' = G^{T} A G$. The columns of $G$ are the new basis vectors in terms of the old unit vectors $e_i$:

$$e'_p = c\,e_p - s\,e_q, \qquad e'_q = s\,e_p + c\,e_q, \qquad e'_r = e_r \quad (r \ne p, q).$$

Since $A'_{ij} = e_i'^{\,T} A\, e'_j$, expanding and using $A_{qp} = A_{pq}$ gives

$$A'_{pq} = cs\,(A_{pp}-A_{qq}) + (c^2-s^2)A_{pq},$$

$$A'_{pr} = c\,A_{pr} - s\,A_{qr}, \qquad A'_{qr} = s\,A_{pr} + c\,A_{qr}.$$

In Lean, `givens p q θ` is $G$, `single p q (1 : ℝ)` is $E_{pq}$, `jacobiStep A p q θ` is $A'$, and `A.IsSymm` is symmetry. The placement of $+s$ at $(p,q)$ and the order $G^TAG$ fix the signs above.

## Hypotheses and bounds

Three conditions are imposed on the step.

- Annihilation, $A'_{pq} = 0$ (`hz`): the angle decouples orbitals $p$ and $q$.
- Small angle, $|\theta| \le \pi/4$ (`hθ`): then $c^2 \ge 1/2$, so each new orbital keeps at least half of its weight on the old orbital with the same label.
- Gap, $0 < g \le |A_{pp}-A_{qq}|$ (`hg`, `hgap`): $g$ is a lower bound on the separation of the two diagonal energies before the step, the energy denominator of the perturbative estimate.

Under these conditions `abs_sin_le` states $|s| \le |A_{pq}|/g$, already for two indices. For any third index $r$, `refill_le` states

$$|A'_{pr} - c\,A_{pr}| \le \frac{|A_{pq}A_{qr}|}{g}.$$

The theorem `refill_three` is the case of a $3\times 3$ matrix indexed by `Fin 3`, with $(p,q,r) = (0,2,1)$ and $A_{01} = 0$: then $|A'_{01}| \le |A_{02}A_{12}|/g$.

For a whole sweep let $S(A) = A_{01}^2 + A_{02}^2 + A_{12}^2$, which is `offSq A` and counts each coupling once. Let $B$, $C$, $D$ arise from $A$ by successive steps in the planes $(0,1)$, $(0,2)$, $(1,2)$ with angles $\alpha$, $\beta$, $\gamma$, and suppose $B_{01} = C_{02} = D_{12} = 0$ (`zB`, `zC`, `zD`). If $|\beta| \le \pi/4$ and $0 < g \le |B_{00}-B_{22}|$, then `sweep_quadratic` gives

$$S(D) \le \frac{S(A)^2}{4g^2}.$$

No size restriction is placed on $\alpha$ or $\gamma$, and no gap is required at the first or third step.

## From annihilation to the refill bound

For $|\theta| \le \pi/4$ we have $c > 0$ and $c^2 - s^2 = \cos 2\theta \ge 0$. Also $c^2 - s^2 \le c^2 \le c$, because $0 < c \le 1$. Annihilation reads $cs\,(A_{pp}-A_{qq}) = -(c^2-s^2)A_{pq}$. Taking magnitudes,

$$c\,|s|\,|A_{pp}-A_{qq}| = (c^2-s^2)\,|A_{pq}| \le c\,|A_{pq}|.$$

Dividing by $c$ and using the gap gives $|s|\,g \le |s|\,|A_{pp}-A_{qq}| \le |A_{pq}|$, the bound on the sine. Now $A'_{pr} - c\,A_{pr} = -s\,A_{qr}$, whose magnitude is $|s|\,|A_{qr}| \le |A_{pq}A_{qr}|/g$. For $(p,q,r) = (0,2,1)$ the term $c\,A_{01}$ vanishes and $A_{21} = A_{12}$.

## One cyclic sweep

The first step rotates the pair $(A_{02}, A_{12})$ by $\alpha$, which preserves its squared length. With $x = B_{02}$ and $y = B_{12}$,

$$x^2 + y^2 = A_{02}^2 + A_{12}^2 \le S(A).$$

The second step starts from $B_{01} = 0$, so the refill bound applies and, squared, gives $g^2 C_{01}^2 \le x^2y^2$. The third step, in the plane $(1,2)$, rotates the pair $(C_{01}, C_{02}) = (C_{01}, 0)$ into $D_{01} = C_{01}\cos\gamma$ and $D_{02} = C_{01}\sin\gamma$. With $D_{12} = 0$ this means $S(D) = C_{01}^2$. Finally $(x^2+y^2)^2 - 4x^2y^2 = (x^2-y^2)^2 \ge 0$, so

$$4g^2 S(D) \le 4x^2y^2 \le (x^2+y^2)^2 \le S(A)^2 .$$

For the coupling size $\varepsilon = \sqrt{S}$ this reads $\varepsilon(D) \le \varepsilon(A)^2/(2g)$.

## The second branch of the angle

For $A_{pp} \ne A_{qq}$, annihilation can be rewritten as $\tan 2\theta = -2A_{pq}/(A_{pp}-A_{qq})$. A slip that comes readily is to conclude from this alone that a small coupling over a large gap forces a small angle. The equation fixes $\theta$ only up to multiples of $\pi/2$, and the branch near $\pi/2$ exchanges the two orbitals. In the derivation the slip appears as dividing by $c$, or bounding $|c^2-s^2|$ by $|c|$, without the restriction on $\theta$.

The theorem `refill_fails_for_large_angle` exhibits the failure. The matrix `swapSample` has $A_{12} = A_{21} = A_{22} = 1$ and all other entries zero. With $\theta = \pi/2$ and $g = 1$ the $(0,2)$ entry stays zero, the gap condition holds, and the proposed bound $|A_{02}A_{12}|/g$ is 0, yet the new $(0,1)$ entry has magnitude above 0; the formula for $A'_{pr}$ gives $-1$. The new orbital 0 is minus the old orbital 2 and brings its whole coupling along.

On the admissible side, `refill_witness` takes `sample`, with $A_{02} = \sqrt3$, $A_{12} = 1$, $A_{22} = 2$ and $A_{00} = A_{11} = A_{01} = 0$. For $\theta = \pi/6$ the pivot becomes $-2cs + \tfrac12\sqrt3 = 0$, the gap condition holds with $g = 2$, and the refill is $-1/2$, against a bound of $\sqrt3/2$.

## What one sweep says about convergence

Quadratic convergence of the Jacobi method is a statement about an infinite sequence of sweeps near a diagonal matrix, usually with the constant expressed through eigenvalue separations. The sweep theorem is a single inequality between the start and end of one $3\times3$ sweep, and its $g$ refers to diagonal entries of the intermediate matrix $B$. To iterate it with a fixed constant one would need, at the middle step of every sweep, the small angle and a gap with one lower bound $g$ common to all sweeps; the gap is assumed here for one sweep and not derived from the spectrum. The annihilating angles are likewise given by hypothesis, arithmetic is exact, and the matrix identity $G^TG = 1$ is not stated; only $c^2+s^2=1$ enters, through the lengths of the rotated pairs. For more than three indices the file contains the single-step bounds only.

For a fixed real Fock matrix on three orbitals, the result bounds the residual coupling after one round of annihilating pairwise rotations in the order above, provided that the middle rotation meets the angle and gap conditions; it does not address a self-consistent cycle, in which the matrix changes with the orbitals.

## The Lean file

```lean
import Mathlib

open Matrix Real

namespace JacobiRefill

noncomputable section

variable {n : Type*} [Fintype n] [DecidableEq n]

/-- Givens rotation by the angle `θ` in the `(p, q)` plane: for `p ≠ q`, the identity with `cos θ`
at `(p, p)` and `(q, q)`, `sin θ` at `(p, q)` and `-sin θ` at `(q, p)`. -/
def givens (p q : n) (θ : ℝ) : Matrix n n ℝ :=
  1 + (cos θ - 1) • (single p p (1 : ℝ) + single q q (1 : ℝ))
    + sin θ • (single p q (1 : ℝ) - single q p (1 : ℝ))

/-- One Jacobi step: the transformation `Gᵀ A G` by a Givens rotation `G`. -/
def jacobiStep (A : Matrix n n ℝ) (p q : n) (θ : ℝ) : Matrix n n ℝ :=
  (givens p q θ)ᵀ * A * givens p q θ

/-- Sum of the squares of the entries above the diagonal of a 3 by 3 matrix. -/
def offSq (A : Matrix (Fin 3) (Fin 3) ℝ) : ℝ := A 0 1 ^ 2 + A 0 2 ^ 2 + A 1 2 ^ 2

/-- Multiplying from the right by a Givens rotation mixes columns `p` and `q` and leaves the
other columns alone. -/
theorem mul_givens (M : Matrix n n ℝ) (p q i j : n) (θ : ℝ) :
    (M * givens p q θ) i j = M i j
      + (if j = p then (cos θ - 1) * M i p - sin θ * M i q else 0)
      + (if j = q then (cos θ - 1) * M i q + sin θ * M i p else 0) := by
  have h : ∀ a b : n, (M * single a b (1 : ℝ)) i j = if j = b then M i a else 0 := by
    intro a b
    by_cases hb : j = b
    · subst hb
      simp [Matrix.mul_apply, Matrix.single, Matrix.of_apply]
    · simp [Matrix.mul_apply, Matrix.single, Matrix.of_apply, hb, Ne.symm hb]
  simp only [givens, Matrix.mul_add, Matrix.mul_sub, Matrix.mul_smul, Matrix.mul_one,
    Matrix.add_apply, Matrix.sub_apply, Matrix.smul_apply, h, smul_eq_mul]
  split_ifs <;> ring

/-- A Jacobi step keeps a symmetric matrix symmetric. -/
theorem jacobiStep_isSymm {A : Matrix n n ℝ} (hA : A.IsSymm) (p q : n) (θ : ℝ) :
    (jacobiStep A p q θ).IsSymm := by
  unfold Matrix.IsSymm jacobiStep
  rw [transpose_mul, transpose_mul, transpose_transpose, hA.eq, Matrix.mul_assoc]

/-- Off-diagonal entries in rows `p` and `q` after a Jacobi step: the pivot entry `(p, q)`,
and the rotated pair `(p, r)`, `(q, r)` for any other index `r`. -/
theorem jacobiStep_entries {A : Matrix n n ℝ} (hA : A.IsSymm) {p q : n} (hpq : p ≠ q)
    (θ : ℝ) :
    jacobiStep A p q θ p q
        = cos θ * sin θ * (A p p - A q q) + (cos θ ^ 2 - sin θ ^ 2) * A p q ∧
      ∀ r, r ≠ p → r ≠ q →
        jacobiStep A p q θ p r = cos θ * A p r - sin θ * A q r ∧
        jacobiStep A p q θ q r = sin θ * A p r + cos θ * A q r := by
  have h : (givens p q θ)ᵀ * A = (A * givens p q θ)ᵀ := by rw [transpose_mul, hA.eq]
  refine ⟨?_, fun r hrp hrq => ⟨?_, ?_⟩⟩
  · simp only [jacobiStep, h, mul_givens, transpose_apply, hpq, hpq.symm, if_true, if_false]
    rw [hA.apply p q]
    ring
  · simp only [jacobiStep, h, mul_givens, transpose_apply, hpq, hrp, hrq, if_true, if_false]
    rw [hA.apply p r, hA.apply q r]
    ring
  · simp only [jacobiStep, h, mul_givens, transpose_apply, hpq.symm, hrp, hrq, if_true,
      if_false]
    rw [hA.apply p r, hA.apply q r]
    ring

/-- If a rotation with `|θ| ≤ π/4` annihilates the `(p, q)` entry and the diagonal entries
differ by at least `g > 0`, then `|sin θ| ≤ |A p q| / g`. -/
theorem abs_sin_le {A : Matrix n n ℝ} (hA : A.IsSymm) {p q : n} (hpq : p ≠ q) {θ g : ℝ}
    (hθ : |θ| ≤ π / 4) (hz : jacobiStep A p q θ p q = 0) (hg : 0 < g)
    (hgap : g ≤ |A p p - A q q|) : |sin θ| ≤ |A p q| / g := by
  obtain ⟨h1, h2⟩ := abs_le.mp hθ
  have hpi := Real.pi_pos
  have hc : 0 < cos θ := Real.cos_pos_of_mem_Ioo ⟨by linarith, by linarith⟩
  -- for |θ| ≤ π/4 one has 0 ≤ cos 2θ ≤ cos θ
  have h2θ : 0 ≤ cos θ ^ 2 - sin θ ^ 2 := by
    rw [← Real.cos_two_mul']
    exact Real.cos_nonneg_of_mem_Icc ⟨by linarith, by linarith⟩
  have hle : cos θ ^ 2 - sin θ ^ 2 ≤ cos θ := by
    nlinarith [sq_nonneg (sin θ), mul_nonneg hc.le (sub_nonneg.mpr (Real.cos_le_one θ))]
  rw [(jacobiStep_entries hA hpq θ).1] at hz
  have e : cos θ * (sin θ * (A p p - A q q)) = -((cos θ ^ 2 - sin θ ^ 2) * A p q) := by
    linear_combination hz
  have habs : cos θ * (|sin θ| * |A p p - A q q|) ≤ cos θ * |A p q| :=
    calc cos θ * (|sin θ| * |A p p - A q q|) = |cos θ * (sin θ * (A p p - A q q))| := by
          rw [abs_mul, abs_mul, abs_of_pos hc]
      _ = (cos θ ^ 2 - sin θ ^ 2) * |A p q| := by
          rw [e, abs_neg, abs_mul, abs_of_nonneg h2θ]
      _ ≤ cos θ * |A p q| := mul_le_mul_of_nonneg_right hle (abs_nonneg _)
  have h3 := le_of_mul_le_mul_left habs hc
  rw [le_div_iff₀ hg]
  exact (mul_le_mul_of_nonneg_left hgap (abs_nonneg _)).trans h3

/-- Under the same conditions, in any dimension, the new `(p, r)` entry differs from
`cos θ` times the old one by at most `|A p q * A q r| / g`. -/
theorem refill_le {A : Matrix n n ℝ} (hA : A.IsSymm) {p q r : n} (hpq : p ≠ q) (hrp : r ≠ p)
    (hrq : r ≠ q) {θ g : ℝ} (hθ : |θ| ≤ π / 4) (hz : jacobiStep A p q θ p q = 0) (hg : 0 < g)
    (hgap : g ≤ |A p p - A q q|) :
    |jacobiStep A p q θ p r - cos θ * A p r| ≤ |A p q * A q r| / g := by
  have e : jacobiStep A p q θ p r - cos θ * A p r = -(sin θ * A q r) := by
    rw [((jacobiStep_entries hA hpq θ).2 r hrp hrq).1]
    ring
  rw [e, abs_neg, abs_mul, abs_mul, mul_div_right_comm]
  exact mul_le_mul_of_nonneg_right (abs_sin_le hA hpq hθ hz hg hgap) (abs_nonneg _)

/-- For a symmetric 3 by 3 matrix with `A 0 1 = 0` and `|A 0 0 - A 2 2| ≥ g > 0`, a rotation
with `|θ| ≤ π/4` annihilating `A 0 2` refills the `(0, 1)` entry by at most
`|A 0 2 * A 1 2| / g`. -/
theorem refill_three {A : Matrix (Fin 3) (Fin 3) ℝ} (hA : A.IsSymm) (h01 : A 0 1 = 0)
    {θ g : ℝ} (hθ : |θ| ≤ π / 4) (hz : jacobiStep A 0 2 θ 0 2 = 0) (hg : 0 < g)
    (hgap : g ≤ |A 0 0 - A 2 2|) : |jacobiStep A 0 2 θ 0 1| ≤ |A 0 2 * A 1 2| / g := by
  have h := refill_le (r := 1) hA (by decide) (by decide) (by decide) hθ hz hg hgap
  rwa [h01, mul_zero, sub_zero, hA.apply 1 2] at h

/-- A cyclic sweep `A → B → C → D` annihilating the entries `(0,1)`, `(0,2)`, `(1,2)` in turn,
with `|β| ≤ π/4` and `|B 0 0 - B 2 2| ≥ g > 0` at the middle step, gives
`offSq D ≤ (offSq A)² / (4 g²)`. -/
theorem sweep_quadratic {A B C D : Matrix (Fin 3) (Fin 3) ℝ} (hA : A.IsSymm) {α β γ g : ℝ}
    (hB : B = jacobiStep A 0 1 α) (hC : C = jacobiStep B 0 2 β) (hD : D = jacobiStep C 1 2 γ)
    (zB : B 0 1 = 0) (zC : C 0 2 = 0) (zD : D 1 2 = 0) (hβ : |β| ≤ π / 4) (hg : 0 < g)
    (hgap : g ≤ |B 0 0 - B 2 2|) : offSq D ≤ offSq A ^ 2 / (4 * g ^ 2) := by
  have sB : B.IsSymm := by rw [hB]; exact jacobiStep_isSymm hA _ _ _
  have sC : C.IsSymm := by rw [hC]; exact jacobiStep_isSymm sB _ _ _
  have sD : D.IsSymm := by rw [hD]; exact jacobiStep_isSymm sC _ _ _
  -- first step: the pair (0,2), (1,2) is only rotated
  obtain ⟨b1, b2⟩ := (jacobiStep_entries hA (p := 0) (q := 1) (by decide) α).2 2
    (by decide) (by decide)
  rw [← hB] at b1 b2
  have hS : B 0 2 ^ 2 + B 1 2 ^ 2 ≤ offSq A := by
    have e : B 0 2 ^ 2 + B 1 2 ^ 2 = A 0 2 ^ 2 + A 1 2 ^ 2 := by
      rw [b1, b2]
      linear_combination (A 0 2 ^ 2 + A 1 2 ^ 2) * Real.sin_sq_add_cos_sq α
    rw [e, offSq]
    linarith [sq_nonneg (A 0 1)]
  -- second step: the refill is of second order
  have hr := refill_three sB zB hβ (by rw [← hC]; exact zC) hg hgap
  rw [← hC, le_div_iff₀ hg] at hr
  have hr2 := pow_le_pow_left₀ (mul_nonneg (abs_nonneg _) hg.le) hr 2
  rw [mul_pow, sq_abs, sq_abs] at hr2
  -- third step: only the refilled entry survives, shared between (0,1) and (0,2)
  obtain ⟨d1, d2⟩ := (jacobiStep_entries sC (p := 1) (q := 2) (by decide) γ).2 0
    (by decide) (by decide)
  rw [← hD, sD.apply 0 1, sC.apply 0 1, sC.apply 0 2, zC] at d1
  rw [← hD, sD.apply 0 2, sC.apply 0 1, sC.apply 0 2, zC] at d2
  have hoff : offSq D = C 0 1 ^ 2 := by
    rw [offSq, d1, d2, zD]
    linear_combination (C 0 1 ^ 2) * Real.sin_sq_add_cos_sq γ
  have h4 := pow_le_pow_left₀ (add_nonneg (sq_nonneg _) (sq_nonneg _)) hS 2
  have h4g : 0 < 4 * g ^ 2 := by positivity
  rw [le_div_iff₀ h4g, hoff]
  nlinarith [sq_nonneg (B 0 2 ^ 2 - B 1 2 ^ 2)]

/-- A symmetric matrix with vanishing `(0, 1)` entry and `(0, 2)` entry `√3`. -/
def sample : Matrix (Fin 3) (Fin 3) ℝ := !![0, 0, Real.sqrt 3; 0, 0, 1; Real.sqrt 3, 1, 2]

/-- A symmetric matrix with vanishing `(0, 1)` and `(0, 2)` entries. -/
def swapSample : Matrix (Fin 3) (Fin 3) ℝ := !![0, 0, 0; 0, 0, 1; 0, 1, 1]

/-- The matrix `sample` with `θ = π/6` and `g = 2` meets the hypotheses of the refill bound,
and the refilled entry is `-1/2`. -/
theorem refill_witness : sample.IsSymm ∧ sample 0 1 = 0 ∧ |π / 6| ≤ π / 4 ∧
    jacobiStep sample 0 2 (π / 6) 0 2 = 0 ∧ 2 ≤ |sample 0 0 - sample 2 2| ∧
    jacobiStep sample 0 2 (π / 6) 0 1 = -1 / 2 := by
  have hs : sample.IsSymm := by
    unfold Matrix.IsSymm
    ext i j
    fin_cases i <;> fin_cases j <;> rfl
  have h00 : sample 0 0 = 0 := rfl
  have h01 : sample 0 1 = 0 := rfl
  have h02 : sample 0 2 = Real.sqrt 3 := rfl
  have h21 : sample 2 1 = 1 := rfl
  have h22 : sample 2 2 = 2 := rfl
  have h3 : Real.sqrt 3 ^ 2 = 3 := Real.sq_sqrt (by norm_num)
  have hpi := Real.pi_pos
  obtain ⟨e1, e2⟩ := jacobiStep_entries hs (p := 0) (q := 2) (by decide) (π / 6)
  refine ⟨hs, h01, abs_le.mpr ⟨by linarith, by linarith⟩, ?_, ?_, ?_⟩
  · rw [e1, h00, h22, h02, Real.cos_pi_div_six, Real.sin_pi_div_six]
    linear_combination (Real.sqrt 3 / 4) * h3
  · rw [h00, h22]
    norm_num
  · rw [(e2 1 (by decide) (by decide)).1, h01, h21, Real.sin_pi_div_six]
    ring

/-- With `θ = π/2` and `g = 1` the matrix `swapSample` meets every hypothesis of the refill
bound except the one on the angle, and the bound fails. -/
theorem refill_fails_for_large_angle : swapSample.IsSymm ∧ swapSample 0 1 = 0 ∧
    jacobiStep swapSample 0 2 (π / 2) 0 2 = 0 ∧ 1 ≤ |swapSample 0 0 - swapSample 2 2| ∧
    |swapSample 0 2 * swapSample 1 2| / 1 < |jacobiStep swapSample 0 2 (π / 2) 0 1| := by
  have hs : swapSample.IsSymm := by
    unfold Matrix.IsSymm
    ext i j
    fin_cases i <;> fin_cases j <;> rfl
  have h00 : swapSample 0 0 = 0 := rfl
  have h01 : swapSample 0 1 = 0 := rfl
  have h02 : swapSample 0 2 = 0 := rfl
  have h21 : swapSample 2 1 = 1 := rfl
  have h22 : swapSample 2 2 = 1 := rfl
  obtain ⟨e1, e2⟩ := jacobiStep_entries hs (p := 0) (q := 2) (by decide) (π / 2)
  refine ⟨hs, h01, ?_, ?_, ?_⟩
  · rw [e1, h02, Real.cos_pi_div_two]
    ring
  · rw [h00, h22]
    norm_num
  · rw [(e2 1 (by decide) (by decide)).1, h01, h21, h02, Real.sin_pi_div_two]
    norm_num

end

end JacobiRefill
```

```lean
#print axioms JacobiRefill.sweep_quadratic
-- 'JacobiRefill.sweep_quadratic' depends on axioms: [propext, Classical.choice, Quot.sound]
#print axioms JacobiRefill.refill_fails_for_large_angle
-- 'JacobiRefill.refill_fails_for_large_angle' depends on axioms: [propext, Classical.choice, Quot.sound]
```

## Entry formulas in the proof

`mul_givens` gives the column action: $(MG)_{ij}$ equals $M_{ij}$ plus a correction for $j = p$ and another for $j = q$. It rests on the auxiliary identity that multiplying by $E_{ab}$ from the right puts column $a$ into column $b$ and zeros elsewhere; `split_ifs <;> ring` then compares both sides case by case. `jacobiStep_isSymm` transposes $G^TAG$ factor by factor.

`jacobiStep_entries` avoids a separate row formula. Symmetry gives $G^TA = (AG)^T$, so `mul_givens` serves for both multiplications. The hypotheses $p \ne q$, $r \ne p$, $r \ne q$ decide the conditionals, `hA.apply` aligns transposed entries, and `ring` yields the three expressions obtained above from the rotated basis vectors.

## The angle and refill inequalities

In `abs_sin_le`, `hc`, `h2θ` and `hle` are $c > 0$, $c^2-s^2 \ge 0$ and $c^2-s^2 \le c$. The second comes from `Real.cos_two_mul'` with $2\theta$ in $[-\pi/2, \pi/2]$; for the third, `nlinarith` receives $s^2 \ge 0$ and $c(1-c) \ge 0$. The equation `e` is the rearranged annihilation condition, the `calc` block `habs` is the displayed chain of magnitudes, and `le_of_mul_le_mul_left` cancels $c$. The last line inserts the gap.

`refill_le` identifies the difference with $-s\,A_{qr}$ and multiplies the sine bound by $|A_{qr}|$. `refill_three` sets `r := 1`, removes $c\,A_{01}$ with `h01`, and turns $A_{21}$ into $A_{12}$.

## The sweep and the two sample matrices

`sweep_quadratic` first carries symmetry to $B$, $C$, $D$. Then `hS` is $x^2+y^2 \le S(A)$, with `linear_combination` applying $\sin^2\alpha+\cos^2\alpha = 1$. The refill bound for $B$ is `hr`, and `hr2` is its square after multiplication by $g$. The equations `d1` and `d2` express $D_{01}$ and $D_{02}$ through $C_{01}$, and `hoff` is $S(D) = C_{01}^2$. The closing `nlinarith` combines `hr2`, the squared inequality `h4` and the hint $(x^2-y^2)^2 \ge 0$.

Both examples check symmetry entry by entry and evaluate `jacobiStep_entries` at the chosen angle. At $\pi/6$ the pivot vanishes through $(\sqrt3)^2 = 3$; at $\pi/2$ it vanishes because $c = 0$ and $A_{02} = 0$.
